# For 2 ≤ N ≤ r, the energy of N fermions in r spin orbitals attains a minimum under the D, Q and G conditions

A minimisation of the energy over two-body density matrices instead of wavefunctions can lack a solution in three ways. No matrix may satisfy the imposed conditions, the energy may fall without bound, or it may approach a lowest value that no admissible matrix has. For 2 ≤ N ≤ r, none of these happens under the D, Q and G conditions.

In electronic structure, the minimum is a lower bound to the exact N-electron ground-state energy within the chosen finite orbital basis, the full configuration interaction energy. It need not lie below the energy in a complete basis. That reading needs two facts which the theorems below do not supply: the density matrix D of every N-fermion state satisfies the conditions, and the energy of that state is tr(KD), with K a Hermitian matrix built from the Hamiltonian.

## Matrices on ordered pairs

The finite type `ι` labels the spin orbitals, which are taken to be orthonormal, and r is `Fintype.card ι`.

```lean
import Mathlib

open Matrix
open scoped ComplexOrder

namespace DQGVariational

noncomputable section

variable {ι : Type*} [Fintype ι] [DecidableEq ι]
```

The two-body matrix has the entries

D(ij,kl) = ⟨a†_i a†_j a_l a_k⟩.

Both (i,j) and (j,i) occur as indices, so the trace is N(N−1), not half of it.

```lean
/-- Complex matrices indexed by ordered pairs of spin orbitals. -/
abbrev PairMatrix (ι : Type*) := Matrix (ι × ι) (ι × ι) ℂ
```

The Kronecker delta δ_ik is called `kd`.

```lean
/-- The Kronecker delta of two orbitals. -/
def kd (i k : ι) : ℂ := if i = k then 1 else 0
```

Let X, `exch` in Lean, be the identity on pairs minus the exchange of the two members of a pair.

```lean
/-- The identity on pairs minus the exchange of the two members of a pair. -/
def exch : PairMatrix ι :=
  Matrix.of fun p q => (1 : PairMatrix ι) p q - (1 : PairMatrix ι) p.swap q
```

In an N-particle state, Σ_j a†_i a†_j a_j a_k acts as (N−1) a†_i a_k. The one-body matrix is therefore

g_ik = ⟨a†_i a_k⟩ = Σ_j D(ij,kj) / (N−1).

```lean
/-- The one-body matrix `g`: the contraction of `D` divided by `N - 1`, for `N ≠ 1`. -/
def oneBody (N : ℕ) (D : PairMatrix ι) : Matrix ι ι ℂ :=
  Matrix.of fun i k => (∑ j, D (i, j) (k, j)) / ((N : ℂ) - 1)
```

Moving the creation operators to the left in Q(ij,kl) = ⟨a_k a_l a†_j a†_i⟩ gives

Q(ij,kl) = X(ij,kl) − δ_jl g_ik − δ_ik g_jl + δ_jk g_il + δ_il g_jk + D(ij,kl).

Lean takes this formula as the definition.

```lean
/-- The two-hole matrix `Q` as a function of `D`, for `N ≠ 1`. -/
def qMatrix (N : ℕ) (D : PairMatrix ι) : PairMatrix ι :=
  Matrix.of fun p q => exch p q
    - kd p.2 q.2 * oneBody N D p.1 q.1 - kd p.1 q.1 * oneBody N D p.2 q.2
    + kd p.2 q.1 * oneBody N D p.1 q.2 + kd p.1 q.2 * oneBody N D p.2 q.1 + D p q
```

Likewise a_j a†_l = δ_jl − a†_l a_j gives

G(ij,kl) = ⟨a†_i a_j a†_l a_k⟩ = δ_jl g_ik − D(il,kj).

Some definitions of G also subtract a product of one-body matrices; this one does not.

```lean
/-- The particle-hole matrix `G` as a function of `D`, for `N ≠ 1`. -/
def gMatrix (N : ℕ) (D : PairMatrix ι) : PairMatrix ι :=
  Matrix.of fun p q => kd p.2 q.2 * oneBody N D p.1 q.1 - D (p.1, q.2) (q.1, p.2)
```

The admissible set collects antisymmetry in each pair, the trace, and three positivity conditions. `PosSemidef` includes being Hermitian.

```lean
/-- The matrices `D` antisymmetric in both pairs, with trace `N(N-1)` and with
`D`, `Q` and `G` positive semidefinite, for `N ≠ 1`. -/
def dqgSet (ι : Type*) [Fintype ι] [DecidableEq ι] (N : ℕ) : Set (PairMatrix ι) :=
  {D | (∀ i j q, D (j, i) q = -D (i, j) q) ∧ (∀ p k l, D p (l, k) = -D p (k, l)) ∧
    D.trace = (N : ℂ) * ((N : ℂ) - 1) ∧
    D.PosSemidef ∧ (qMatrix N D).PosSemidef ∧ (gMatrix N D).PosSemidef}
```

## An admissible matrix with uniform filling

The identity on pairs factorises into δ_ik δ_jl.

```lean
omit [Fintype ι] in
/-- The identity on pairs is a product of two orbital deltas. -/
theorem one_pair (i j k l : ι) : (1 : PairMatrix ι) (i, j) (k, l) = kd i k * kd j l := by
  by_cases h : i = k <;> by_cases h' : j = l <;> simp [Matrix.one_apply, kd, h, h']
```

Subtracting the exchanged term gives

X(ij,kl) = δ_ik δ_jl − δ_jk δ_il.

```lean
omit [Fintype ι] in
/-- The entries of identity minus exchange are antisymmetrized products of orbital deltas. -/
theorem exch_apply (i j k l : ι) :
    exch (i, j) (k, l) = kd i k * kd j l - kd j k * kd i l := by
  change (1 : PairMatrix ι) (i, j) (k, l) - (1 : PairMatrix ι) (j, i) (k, l) = _
  rw [one_pair, one_pair]
```

Exchanging twice does nothing, so X² = 2X. Since X† = X, we have X = ½ X†X ≥ 0. In the proof, `herm` and `hsq` are these two identities.

```lean
/-- Identity minus exchange is positive semidefinite. -/
theorem exch_posSemidef : (exch : PairMatrix ι).PosSemidef := by
  have sk : ∀ x y : ι, star (kd x y) = kd y x := by
    intro x y
    by_cases h : x = y
    · simp [kd, h]
    · simp [kd, h, Ne.symm h]
  have herm : (exch : PairMatrix ι)ᴴ = exch := by
    ext ⟨i, j⟩ ⟨k, l⟩
    simp only [Matrix.conjTranspose_apply, exch_apply, star_sub, star_mul', sk]
    ring
  -- the matrix is twice a projector
  have hsq : (exch : PairMatrix ι) * exch = (2 : ℂ) • exch := by
    ext ⟨i, j⟩ ⟨k, l⟩
    have hx : ∀ s, (exch : PairMatrix ι) (i, j) s
        = (1 : PairMatrix ι) (i, j) s - (1 : PairMatrix ι) (j, i) s := fun _ => rfl
    have h : (exch * exch : PairMatrix ι) (i, j) (k, l)
        = (1 * exch : PairMatrix ι) (i, j) (k, l) - (1 * exch : PairMatrix ι) (j, i) (k, l) := by
      rw [Matrix.mul_apply, Matrix.mul_apply, Matrix.mul_apply, ← Finset.sum_sub_distrib]
      refine Finset.sum_congr rfl fun s _ => ?_
      rw [hx s, sub_mul]
    rw [h, one_mul]
    simp only [exch_apply, Matrix.smul_apply, smul_eq_mul]
    ring
  have h := (Matrix.posSemidef_conjTranspose_mul_self (exch : PairMatrix ι)).smul
    (Complex.zero_le_real.2 (by norm_num : (0 : ℝ) ≤ 1 / 2))
  have h2 : ((1 / 2 : ℝ) : ℂ) * 2 = 1 := by push_cast; norm_num
  rwa [herm, hsq, smul_smul, h2, one_smul] at h
```

Now fill all orbitals equally. Put a = N/r, c = a(N−1)/(r−1) and D = cX. From Σ_j X(ij,kj) = (r−1)δ_ik it follows that

g_ik = a δ_ik,
tr D = c r(r−1) = N(N−1),
Q = (1−2a+c) X, with (1−2a+c) r(r−1) = (r−N)(r−N−1),
G = (a−c) 1 + c v v†, with v_ij = δ_ij and a−c = a(r−N)/(r−1).

The product (r−N)(r−N−1) is nonnegative because N and r are integers with N ≤ r. All prefactors are thus nonnegative, and D, Q and G are positive semidefinite. Lean proves these signs as `c0`, `q0` and `g0`; each `convert` then matches Q or G with its positive form, entry by entry.

```lean
/-- For `N` at least 2 and at most the number of orbitals, some matrix satisfies the
D, Q and G conditions. -/
theorem dqgSet_nonempty {N : ℕ} (hN : 2 ≤ N) (hr : N ≤ Fintype.card ι) :
    (dqgSet ι N).Nonempty := by
  obtain ⟨r, h⟩ : ∃ r, r = Fintype.card ι := ⟨_, rfl⟩
  rw [← h] at hr
  have hN2 : (2 : ℝ) ≤ N := by exact_mod_cast hN
  have hNr : (N : ℝ) ≤ r := by exact_mod_cast hr
  have r0 : (0 : ℝ) < r := by linarith
  have r1 : (0 : ℝ) < r - 1 := by linarith
  have hN1 : (N : ℂ) - 1 ≠ 0 := sub_ne_zero.2 (by exact_mod_cast (by omega : N ≠ 1))
  -- a is the filling of each orbital, c the weight of each pair
  obtain ⟨a, ha⟩ : ∃ a : ℝ, a * r = N := ⟨N / r, by field_simp⟩
  obtain ⟨c, hc⟩ : ∃ c : ℝ, c * (r - 1) = a * (N - 1) := ⟨a * (N - 1) / (r - 1), by field_simp⟩
  have a0 : 0 ≤ a := le_of_mul_le_mul_right (by linarith) r0
  have c0 : 0 ≤ c := le_of_mul_le_mul_right
    (by rw [zero_mul, hc]; exact mul_nonneg a0 (by linarith)) r1
  have g0 : 0 ≤ a - c := le_of_mul_le_mul_right
    (by nlinarith [mul_nonneg a0 (sub_nonneg.2 hNr)]) r1
  have hp : 0 ≤ ((r : ℝ) - N) * (r - N - 1) := by
    rcases hr.eq_or_lt with h | h
    · simp [h]
    · have h' : (N : ℝ) + 1 ≤ r := by exact_mod_cast h
      exact mul_nonneg (by linarith) (by linarith)
  have hq : (1 - 2 * a + c) * (r * (r - 1)) = ((r : ℝ) - N) * (r - N - 1) := by
    linear_combination (N - 1 - 2 * (r - 1)) * ha + r * hc
  have q0 : 0 ≤ 1 - 2 * a + c :=
    le_of_mul_le_mul_right (by rw [zero_mul, hq]; exact hp) (mul_pos r0 r1)
  have ha' : (a : ℂ) * r = N := by exact_mod_cast ha
  have hc' : (c : ℂ) * (r - 1) = a * (N - 1) := by exact_mod_cast hc
  have hE : ∀ i k : ι, ∑ j, exch (i, j) (k, j) = ((r : ℂ) - 1) * kd i k := by
    intro i k
    have hj : ∀ j : ι, kd j j = 1 := fun j => by simp [kd]
    have hs : ∑ j, kd j k * kd i j = kd i k := by simp [kd]
    simp only [exch_apply, hj, Finset.sum_sub_distrib, hs, Finset.sum_const, Finset.card_univ,
      nsmul_eq_mul, ← h]
    ring
  have hg : ∀ i k : ι, oneBody N ((c : ℂ) • exch) i k = a * kd i k := by
    intro i k
    simp only [oneBody, Matrix.of_apply, Matrix.smul_apply, smul_eq_mul, ← Finset.mul_sum, hE]
    rw [div_eq_iff hN1]
    linear_combination kd i k * hc'
  refine ⟨(c : ℂ) • exch, fun i j q => ?_, fun p k l => ?_, ?_,
    exch_posSemidef.smul (Complex.zero_le_real.2 c0), ?_, ?_⟩
  · obtain ⟨k, l⟩ := q
    simp only [Matrix.smul_apply, exch_apply, smul_eq_mul]
    ring
  · obtain ⟨i, j⟩ := p
    simp only [Matrix.smul_apply, exch_apply, smul_eq_mul]
    ring
  · have hk : ∑ i : ι, kd i i = (r : ℂ) := by simp [kd, h]
    simp only [Matrix.trace, Matrix.diag_apply, Fintype.sum_prod_type, Matrix.smul_apply,
      smul_eq_mul, ← Finset.mul_sum, hE, hk]
    linear_combination (r : ℂ) * hc' + ((N : ℂ) - 1) * ha'
  · convert (exch_posSemidef (ι := ι)).smul (Complex.zero_le_real.2 q0) using 1
    ext ⟨i, j⟩ ⟨k, l⟩
    simp only [qMatrix, Matrix.of_apply, hg, Matrix.smul_apply, smul_eq_mul, exch_apply]
    push_cast
    ring
  · -- G is a multiple of the identity plus a Gram matrix
    let B : Matrix Unit (ι × ι) ℂ := Matrix.of fun _ p => kd p.1 p.2
    convert (Matrix.PosSemidef.one (n := ι × ι) (R := ℂ)).smul (Complex.zero_le_real.2 g0) |>.add
      ((Matrix.posSemidef_conjTranspose_mul_self B).smul (Complex.zero_le_real.2 c0)) using 1
    ext ⟨i, j⟩ ⟨k, l⟩
    have kc : ∀ x y : ι, kd x y = kd y x := fun x y => by simp only [kd, eq_comm]
    have hB : (Bᴴ * B) (i, j) (k, l) = kd i j * kd k l := by
      have hs : star (kd i j) = kd i j := by by_cases h' : i = j <;> simp [kd, h']
      simp only [Matrix.mul_apply, Matrix.conjTranspose_apply, B, Matrix.of_apply, hs,
        Finset.univ_unique, Finset.sum_singleton]
    simp only [gMatrix, Matrix.of_apply, hg, Matrix.add_apply, Matrix.smul_apply, smul_eq_mul,
      hB, exch_apply, one_pair, kc l j, kc l k]
    push_cast
    ring
```

## Convexity and compactness

Let s, t ≥ 0 with s+t = 1. The maps D ↦ g and D ↦ G are linear, and the constant X in Q is reproduced because sX + tX = X. Hence

Q(sD + tD′) = sQ(D) + tQ(D′),

and positivity survives mixing. The weights are `a` and `b` in Lean, and `comb` is the positivity of the mixture.

```lean
/-- Mixing two matrices that satisfy the D, Q and G conditions gives another one. -/
theorem convex_dqgSet (N : ℕ) : Convex ℝ (dqgSet ι N) := by
  rintro D ⟨d1, d2, d3, d4, d5, d6⟩ E ⟨e1, e2, e3, e4, e5, e6⟩ a b ha hb hab
  have hab' : (a : ℂ) + b = 1 := by exact_mod_cast hab
  have comb : ∀ {A B : PairMatrix ι}, A.PosSemidef → B.PosSemidef →
      ((a : ℂ) • A + (b : ℂ) • B).PosSemidef := fun hA hB =>
    (hA.smul (Complex.zero_le_real.2 ha)).add (hB.smul (Complex.zero_le_real.2 hb))
  have hl : a • D + b • E = (a : ℂ) • D + (b : ℂ) • E := by ext p q; simp
  rw [hl]
  have hg : ∀ i k, oneBody N ((a : ℂ) • D + (b : ℂ) • E) i k
      = a * oneBody N D i k + b * oneBody N E i k := by
    intro i k
    simp only [oneBody, Matrix.of_apply, Matrix.add_apply, Matrix.smul_apply, smul_eq_mul,
      Finset.sum_add_distrib, ← Finset.mul_sum]
    ring
  refine ⟨fun i j q => ?_, fun p k l => ?_, ?_, comb d4 e4, ?_, ?_⟩
  · simp only [Matrix.add_apply, Matrix.smul_apply, smul_eq_mul]
    linear_combination (a : ℂ) * d1 i j q + (b : ℂ) * e1 i j q
  · simp only [Matrix.add_apply, Matrix.smul_apply, smul_eq_mul]
    linear_combination (a : ℂ) * d2 p k l + (b : ℂ) * e2 p k l
  · rw [Matrix.trace_add, Matrix.trace_smul, Matrix.trace_smul, d3, e3, smul_eq_mul, smul_eq_mul]
    linear_combination ((N : ℂ) * ((N : ℂ) - 1)) * hab'
  · convert comb d5 e5 using 1
    ext p q
    simp only [qMatrix, Matrix.of_apply, Matrix.add_apply, Matrix.smul_apply, smul_eq_mul, hg]
    linear_combination -(exch p q) * hab'
  · convert comb d6 e6 using 1
    ext p q
    simp only [gMatrix, Matrix.of_apply, Matrix.add_apply, Matrix.smul_apply, smul_eq_mul, hg]
    ring
```

For a positive semidefinite M, the 2×2 minor on pairs p and q is nonnegative and each diagonal entry is at most the trace:

|M_pq|² ≤ M_pp M_qq ≤ (tr M)².

Here `hm` is the minor, and `nlinarith` refutes the assumption that |M_pq| exceeds the trace.

```lean
omit [DecidableEq ι] in
/-- No entry of a positive semidefinite pair matrix exceeds its trace in modulus. -/
theorem norm_entry_le_trace {M : PairMatrix ι} (h : M.PosSemidef) (p q : ι × ι) :
    ‖M p q‖ ≤ M.trace.re := by
  have hd : ∀ s, 0 ≤ (M s s).re := fun s => (Complex.le_def.1 (h.diag_nonneg (i := s))).1
  have hi : (M p p).im = 0 := (Complex.le_def.1 (h.diag_nonneg (i := p))).2.symm
  have ht : ∀ s, (M s s).re ≤ M.trace.re := by
    intro s
    rw [Matrix.trace, Complex.re_sum]
    exact Finset.single_le_sum (f := fun s => (M s s).re) (fun s _ => hd s) (Finset.mem_univ s)
  -- the 2 × 2 minor on p and q is nonnegative
  have hm : 0 ≤ (M p p * M q q - M p q * M q p).re := by
    have h2 := (Complex.le_def.1 (h.submatrix ![p, q]).det_nonneg).1
    rw [Matrix.det_fin_two] at h2
    exact h2
  rw [← h.isHermitian.apply q p] at hm
  simp only [Complex.sub_re, Complex.mul_re, hi, Complex.star_def, Complex.conj_re,
    Complex.conj_im] at hm
  have hn : ‖M p q‖ ^ 2 = (M p q).re * (M p q).re + (M p q).im * (M p q).im := by
    rw [Complex.sq_norm, Complex.normSq_apply]
  have h0 := (hd p).trans (ht p)
  have hb := mul_le_mul (ht p) (ht q) (hd q) h0
  refine le_of_not_gt fun hlt => ?_
  nlinarith [mul_nonneg h0 (sub_nonneg.2 hlt.le), mul_pos (sub_pos.2 hlt) (sub_pos.2 hlt)]
```

Positivity means M† = M and x†Mx ≥ 0 for every vector x. These are equalities and weak inequalities between continuous functions of M, so they survive limits.

```lean
omit [DecidableEq ι] in
/-- The positive semidefinite pair matrices form a closed set. -/
theorem isClosed_posSemidef : IsClosed {M : PairMatrix ι | M.PosSemidef} := by
  have hq : ∀ x : ι × ι → ℂ, Continuous fun M : PairMatrix ι => star x ⬝ᵥ (M *ᵥ x) := fun x =>
    continuous_finsetSum _ fun p _ => continuous_const.mul
      (continuous_finsetSum _ fun q _ => (continuous_id.matrix_elem p q).mul continuous_const)
  simp only [Matrix.posSemidef_iff_dotProduct_mulVec, Complex.le_def, Set.ofPred_and,
    Set.ofPred_forall]
  exact (isClosed_eq continuous_id.matrix_conjTranspose continuous_id).inter
    (isClosed_iInter fun x =>
      (isClosed_le continuous_const (Complex.continuous_re.comp (hq x))).inter
        (isClosed_eq continuous_const (Complex.continuous_im.comp (hq x))))
```

Since Q and G depend continuously on D, the admissible set is closed. Its entries lie in discs of radius N(N−1), so it is a closed subset of a compact box.

```lean
/-- The matrices that satisfy the D, Q and G conditions form a compact set. -/
theorem isCompact_dqgSet (N : ℕ) : IsCompact (dqgSet ι N) := by
  have hE : ∀ p q, Continuous fun D : PairMatrix ι => D p q :=
    fun p q => continuous_id.matrix_elem p q
  have hg : ∀ i k, Continuous fun D : PairMatrix ι => oneBody N D i k := fun i k =>
    (continuous_finsetSum _ fun j _ => hE (i, j) (k, j)).div_const _
  have hQ : Continuous (qMatrix N : PairMatrix ι → PairMatrix ι) :=
    continuous_matrix fun p q =>
      ((((continuous_const.sub (continuous_const.mul (hg _ _))).sub
        (continuous_const.mul (hg _ _))).add (continuous_const.mul (hg _ _))).add
        (continuous_const.mul (hg _ _))).add (hE p q)
  have hG : Continuous (gMatrix N : PairMatrix ι → PairMatrix ι) :=
    continuous_matrix fun p q => (continuous_const.mul (hg _ _)).sub (hE _ _)
  have hclosed : IsClosed (dqgSet ι N) := by
    simp only [dqgSet, Set.ofPred_and, Set.ofPred_forall]
    exact (isClosed_iInter fun i => isClosed_iInter fun j => isClosed_iInter fun q =>
        isClosed_eq (hE _ _) (hE _ _).neg).inter
      ((isClosed_iInter fun p => isClosed_iInter fun k => isClosed_iInter fun l =>
        isClosed_eq (hE _ _) (hE _ _).neg).inter
      ((isClosed_eq continuous_id.matrix_trace continuous_const).inter
      (isClosed_posSemidef.inter
      ((isClosed_posSemidef.preimage hQ).inter (isClosed_posSemidef.preimage hG)))))
  -- all entries lie in a disc whose radius is the fixed trace
  let T : ℝ := ((N : ℂ) * ((N : ℂ) - 1)).re
  have hbox : IsCompact (X := PairMatrix ι)
      {D | ∀ p ∈ Set.univ, ∀ q ∈ Set.univ, D p q ∈ Metric.closedBall (0 : ℂ) T} :=
    isCompact_univ_pi fun _ : ι × ι => isCompact_univ_pi fun _ : ι × ι =>
      isCompact_closedBall (0 : ℂ) T
  refine hbox.of_isClosed_subset hclosed fun D hD p _ q _ => ?_
  have h := norm_entry_le_trace hD.2.2.2.1 p q
  rw [hD.2.2.1] at h
  exact mem_closedBall_zero_iff.2 h
```

## The attained minimum

The Hermitian matrix K represents the Hamiltonian at fixed N, with one-body terms and prefactors absorbed. In tr(KD), the entry K(kl,ij) multiplies ⟨a†_i a†_j a_l a_k⟩. The energy is real because

tr(KD)* = tr((KD)†) = tr(DK) = tr(KD).

A continuous real function on a nonempty compact set attains its minimum. The theorem states that the set is nonempty, convex and compact, and that for each Hermitian K some admissible D₀ has an energy no higher than that of any admissible D. It does not say that D₀ is unique or comes from an N-fermion state.

```lean
/-- For `N` at least 2 and at most the number of orbitals, the D, Q and G conditions define a
nonempty, convex, compact set, on which the energy `trace (K D)` of any Hermitian `K` is real
and attains a minimum. -/
theorem dqg_minimum_attained {N : ℕ} (hN : 2 ≤ N) (hr : N ≤ Fintype.card ι) :
    (dqgSet ι N).Nonempty ∧ Convex ℝ (dqgSet ι N) ∧ IsCompact (dqgSet ι N) ∧
    ∀ K : PairMatrix ι, K.IsHermitian → ∃ D₀ ∈ dqgSet ι N, ∀ D ∈ dqgSet ι N,
      (K * D).trace.im = 0 ∧ (K * D₀).trace.re ≤ (K * D).trace.re := by
  have hne := dqgSet_nonempty hN hr
  refine ⟨hne, convex_dqgSet N, isCompact_dqgSet N, fun K hK => ?_⟩
  have hc : Continuous fun D : PairMatrix ι => (K * D).trace.re :=
    Complex.continuous_re.comp (continuous_const.matrix_mul continuous_id).matrix_trace
  obtain ⟨D₀, h0, hmin⟩ := (isCompact_dqgSet N).exists_isMinOn hne hc.continuousOn
  refine ⟨D₀, h0, fun D hD => ⟨?_, hmin hD⟩⟩
  -- the trace of a product of two Hermitian matrices equals its conjugate
  have h : star (K * D).trace = (K * D).trace := by
    rw [← Matrix.trace_conjTranspose, Matrix.conjTranspose_mul, hK.eq,
      hD.2.2.2.1.isHermitian.eq, Matrix.trace_mul_comm]
  exact Complex.conj_eq_iff_im.1 h

end

end DQGVariational
```

```lean
#print axioms DQGVariational.dqg_minimum_attained
```

```
'DQGVariational.dqg_minimum_attained' depends on axioms: [propext, Classical.choice, Quot.sound]
```

## One orbital too few, and further constraints

The bound N ≤ r cannot be relaxed to N ≤ r+1. With r = 1 and N = 2, antisymmetry forces the single entry of D to vanish, while the trace must be 2, so the set is empty.

The same compactness argument gives an attained minimum when further closed conditions are imposed on D, provided that at least one admissible matrix meets them.
